# At fixed lost weight, the cutoff energy for a hydrogenic 1s orbital scales as Z²

In atomic units, let $I_Z(p)=\frac{32}{\pi}\frac{Z^5p^2}{(p^2+Z^2)^4}$ be the radial momentum density of a single nonrelativistic electron in the 1s state of a fixed point nucleus of charge $Z>0$, and let $W(Z,p_c)=\int_{p_c}^{\infty}I_Z(p)\,dp$ be its weight above a cutoff momentum $p_c$. The Lean file below calls them `momentumDensity` and `tailWeight`, and treats $Z$, $p$ and $p_c$ as real numbers.

```lean
import Mathlib

open Real Filter Topology MeasureTheory Set

namespace CoreMomentumCutoff

noncomputable section

/-- The radial momentum density of a 1s electron with nuclear charge `Z > 0`, in atomic units. -/
def momentumDensity (Z p : ℝ) : ℝ := 32 / π * Z ^ 5 * p ^ 2 / (p ^ 2 + Z ^ 2) ^ 4

/-- The weight of the 1s momentum density above the cutoff momentum `pc`. -/
def tailWeight (Z pc : ℝ) : ℝ := ∫ p in Ioi pc, momentumDensity Z p

/-- A closed expression in the reduced momentum `x = p / Z`, used as the antiderivative of the
1s density. -/
def enclosed (x : ℝ) : ℝ :=
  2 / π * (arctan x + (x ^ 5 + 8 / 3 * x ^ 3 - x) / (1 + x ^ 2) ^ 3)

/-- The derivative of `enclosed` is the 1s momentum density for unit charge. -/
theorem hasDerivAt_enclosed (x : ℝ) :
    HasDerivAt enclosed (32 / π * (x ^ 2 / (1 + x ^ 2) ^ 4)) x := by
  have hx : 1 + x ^ 2 ≠ 0 := by positivity
  have hπ : π ≠ 0 := Real.pi_ne_zero
  have h2 : HasDerivAt (fun y : ℝ => y ^ 5 + 8 / 3 * y ^ 3 - y)
      (5 * x ^ 4 + 8 * x ^ 2 - 1) x :=
    (((hasDerivAt_pow 5 x).fun_add ((hasDerivAt_pow 3 x).const_mul (8 / 3))).fun_sub
      (hasDerivAt_id' x)).congr_deriv (by norm_num; ring)
  have h3 : HasDerivAt (fun y : ℝ => (1 + y ^ 2) ^ 3) (6 * x * (1 + x ^ 2) ^ 2) x :=
    (((hasDerivAt_pow 2 x).const_add 1).fun_pow 3).congr_deriv (by norm_num; ring)
  have h4 := ((Real.hasDerivAt_arctan x).fun_add
    (h2.fun_div h3 (pow_ne_zero 3 hx))).const_mul (2 / π)
  exact h4.congr_deriv (by field_simp; ring)

/-- The function `enclosed` tends to one at large reduced momentum. -/
theorem tendsto_enclosed : Tendsto enclosed atTop (𝓝 1) := by
  -- the rational part lies between 0 and 1/x once x ≥ 1
  have hr : Tendsto (fun x : ℝ => (x ^ 5 + 8 / 3 * x ^ 3 - x) / (1 + x ^ 2) ^ 3)
      atTop (𝓝 0) := by
    refine squeeze_zero' ?_ ?_ (tendsto_inv_atTop_zero (𝕜 := ℝ))
    · filter_upwards [eventually_ge_atTop (1 : ℝ)] with x hx
      have h5 : x ≤ x ^ 5 := le_self_pow₀ hx (by norm_num)
      have h3 : 0 ≤ x ^ 3 := by positivity
      exact div_nonneg (by linarith) (by positivity)
    · filter_upwards [eventually_ge_atTop (1 : ℝ)] with x hx
      have hx0 : 0 < x := by linarith
      rw [← one_div, div_le_div_iff₀ (by positivity) hx0]
      have h2 : 0 ≤ x ^ 2 := by positivity
      have h4 : 0 ≤ x ^ 4 := by positivity
      nlinarith
  have ha : Tendsto arctan atTop (𝓝 (π / 2)) :=
    Real.tendsto_arctan_atTop.mono_right nhdsWithin_le_nhds
  have h := (ha.add hr).const_mul (2 / π)
  have e : 2 / π * (π / 2 + 0) = 1 := by
    have hπ : π ≠ 0 := Real.pi_ne_zero
    rw [add_zero]
    field_simp
  rw [e] at h
  exact h

/-- The weight above the cutoff is one minus `enclosed` at the reduced cutoff `pc / Z`. -/
theorem tailWeight_eq {Z : ℝ} (hZ : 0 < Z) (pc : ℝ) :
    tailWeight Z pc = 1 - enclosed (pc / Z) := by
  have hd : ∀ p : ℝ, HasDerivAt (fun q => enclosed (q / Z)) (momentumDensity Z p) p := by
    intro p
    have e : 1 + (p / Z) ^ 2 = (p ^ 2 + Z ^ 2) / Z ^ 2 := by
      field_simp
      ring
    have hn : p ^ 2 + Z ^ 2 ≠ 0 := by positivity
    have h := (hasDerivAt_enclosed (p / Z)).comp p ((hasDerivAt_id' p).div_const Z)
    refine h.congr_deriv ?_
    rw [e, momentumDensity]
    field_simp
  exact integral_Ioi_of_hasDerivAt_of_nonneg' (fun p _ => hd p)
    (fun p _ => by unfold momentumDensity; positivity)
    (tendsto_enclosed.comp (tendsto_id.atTop_div_const hZ))

/-- The 1s momentum density integrates to one, and its weight above a cutoff depends on the
cutoff and the charge only through `pc / Z`. -/
theorem normalized_and_scaling {Z : ℝ} (hZ : 0 < Z) :
    ∫ p in Ioi 0, momentumDensity Z p = 1 ∧
      ∀ pc, tailWeight Z pc = tailWeight 1 (pc / Z) := by
  constructor
  · have h := tailWeight_eq hZ 0
    rw [tailWeight] at h
    rw [h]
    simp [enclosed]
  · intro pc
    rw [tailWeight_eq hZ, tailWeight_eq one_pos, div_one]

/-- If a function has a nonnegative derivative on a half-line and a limit at infinity, its value at
the starting point is at most that limit. -/
theorem le_limit {g g' : ℝ → ℝ} {a l : ℝ} (hd : ∀ y ∈ Ici a, HasDerivAt g (g' y) y)
    (hp : ∀ y ∈ Ioi a, 0 ≤ g' y) (hl : Tendsto g atTop (𝓝 l)) : g a ≤ l := by
  have h1 := integral_Ioi_of_hasDerivAt_of_nonneg' hd hp hl
  have h2 : 0 ≤ ∫ y in Ioi a, g' y := setIntegral_nonneg measurableSet_Ioi hp
  linarith

/-- The weight above `pc` is at most `(32 / (5π)) (Z / pc)^5`, and it falls short of this bound
by a relative amount of at most `(20 / 7) (Z / pc)^2`. -/
theorem tailWeight_bounds {Z pc : ℝ} (hZ : 0 < Z) (hpc : 0 < pc) :
    32 / (5 * π) * (Z / pc) ^ 5 * (1 - 20 / 7 * (Z / pc) ^ 2) ≤ tailWeight Z pc ∧
      tailWeight Z pc ≤ 32 / (5 * π) * (Z / pc) ^ 5 := by
  have hx : 0 < pc / Z := div_pos hpc hZ
  rw [tailWeight_eq hZ, ← inv_div pc Z]
  generalize pc / Z = x at hx ⊢
  have d5 : ∀ y : ℝ, 0 < y → HasDerivAt (fun t : ℝ => t⁻¹ ^ 5) (-5 * y⁻¹ ^ 6) y :=
    fun y hy => ((hasDerivAt_inv hy.ne').fun_pow 5).congr_deriv (by norm_num; ring)
  have d7 : ∀ y : ℝ, 0 < y → HasDerivAt (fun t : ℝ => t⁻¹ ^ 7) (-7 * y⁻¹ ^ 8) y :=
    fun y hy => ((hasDerivAt_inv hy.ne').fun_pow 7).congr_deriv (by norm_num; ring)
  have t0 := tendsto_inv_atTop_zero (𝕜 := ℝ)
  constructor
  · -- compare the density with y⁻⁶ - 4 y⁻⁸ from below
    have h : enclosed x + 32 / (5 * π) * (x⁻¹ ^ 5 - 20 / 7 * x⁻¹ ^ 7) ≤
        1 + 32 / (5 * π) * (0 ^ 5 - 20 / 7 * 0 ^ 7) := by
      refine le_limit
        (g := fun y => enclosed y + 32 / (5 * π) * (y⁻¹ ^ 5 - 20 / 7 * y⁻¹ ^ 7))
        (g' := fun y => 32 / π * (y ^ 2 / (1 + y ^ 2) ^ 4 - (y⁻¹ ^ 6 - 4 * y⁻¹ ^ 8)))
        (fun y hy => ?_) (fun y hy => ?_)
        (tendsto_enclosed.add (((t0.pow 5).sub ((t0.pow 7).const_mul _)).const_mul _))
      · have hy0 : 0 < y := lt_of_lt_of_le hx hy
        exact ((hasDerivAt_enclosed y).fun_add (((d5 y hy0).fun_sub
          ((d7 y hy0).const_mul (20 / 7))).const_mul (32 / (5 * π)))).congr_deriv (by ring)
      · have hy0 : 0 < y := lt_trans hx hy
        refine mul_nonneg (by positivity) (sub_nonneg.2 ?_)
        have e : y⁻¹ ^ 6 - 4 * y⁻¹ ^ 8 = (y ^ 2 - 4) / y ^ 8 := by field_simp
        rw [e, div_le_div_iff₀ (by positivity) (by positivity)]
        have h2 : 0 ≤ y ^ 2 := by positivity
        have h4 : 0 ≤ y ^ 4 := by positivity
        have h6 : 0 ≤ y ^ 6 := by positivity
        nlinarith
    norm_num only at h
    linarith
  · -- compare the density with y⁻⁶ from above
    have h : -enclosed x - 32 / (5 * π) * x⁻¹ ^ 5 ≤ -1 - 32 / (5 * π) * 0 ^ 5 := by
      refine le_limit (g := fun y => -enclosed y - 32 / (5 * π) * y⁻¹ ^ 5)
        (g' := fun y => 32 / π * (y⁻¹ ^ 6 - y ^ 2 / (1 + y ^ 2) ^ 4))
        (fun y hy => ?_) (fun y hy => ?_)
        (tendsto_enclosed.neg.sub ((t0.pow 5).const_mul _))
      · have hy0 : 0 < y := lt_of_lt_of_le hx hy
        exact ((hasDerivAt_enclosed y).fun_neg.fun_sub
          ((d5 y hy0).const_mul (32 / (5 * π)))).congr_deriv (by ring)
      · have hy0 : 0 < y := lt_trans hx hy
        refine mul_nonneg (by positivity) (sub_nonneg.2 ?_)
        rw [inv_pow, ← one_div, div_le_div_iff₀ (by positivity) (by positivity)]
        have h4 : (y ^ 2) ^ 4 ≤ (1 + y ^ 2) ^ 4 :=
          pow_le_pow_left₀ (by positivity) (by linarith) 4
        linarith
    linarith

/-- As the cutoff grows, the weight above it is asymptotic to `(32 / (5π)) (Z / pc)^5`. -/
theorem tailWeight_asymptotic {Z : ℝ} (hZ : 0 < Z) :
    Tendsto (fun pc => tailWeight Z pc / (32 / (5 * π) * (Z / pc) ^ 5)) atTop (𝓝 1) := by
  have hl : Tendsto (fun pc : ℝ => 1 - 20 / 7 * (Z / pc) ^ 2) atTop (𝓝 1) := by
    have h0 : Tendsto (fun pc : ℝ => Z / pc) atTop (𝓝 0) :=
      tendsto_const_nhds.div_atTop tendsto_id
    have h := ((h0.pow 2).const_mul (20 / 7)).const_sub 1
    have e : (1 : ℝ) - 20 / 7 * 0 ^ 2 = 1 := by norm_num
    rw [e] at h
    exact h
  refine tendsto_of_tendsto_of_tendsto_of_le_of_le' hl tendsto_const_nhds ?_ ?_
  · filter_upwards [eventually_gt_atTop (0 : ℝ)] with pc hpc
    rw [le_div_iff₀ (by positivity), mul_comm]
    exact (tailWeight_bounds hZ hpc).1
  · filter_upwards [eventually_gt_atTop (0 : ℝ)] with pc hpc
    rw [div_le_iff₀ (by positivity), one_mul]
    exact (tailWeight_bounds hZ hpc).2

/-- For each tolerance `ε` between 0 and 1 there is a constant `c`, the same for all charges, such
that the lost weight is at most `ε` exactly when the cutoff momentum is at least `c Z`, and exactly
when the cutoff energy `pc^2 / 2` is at least `(c^2 / 2) Z^2`. -/
theorem cutoff_scaling {ε : ℝ} (h0 : 0 < ε) (h1 : ε < 1) :
    ∃ c > 0, ∀ Z > 0, ∀ pc ≥ 0,
      (tailWeight Z pc ≤ ε ↔ c * Z ≤ pc) ∧
      (tailWeight Z pc ≤ ε ↔ c ^ 2 / 2 * Z ^ 2 ≤ pc ^ 2 / 2) := by
  have hcont : Continuous enclosed :=
    continuous_iff_continuousAt.2 fun x => (hasDerivAt_enclosed x).continuousAt
  have hmono : StrictMonoOn enclosed (Ici 0) := by
    refine strictMonoOn_of_deriv_pos (convex_Ici 0) hcont.continuousOn fun x hx => ?_
    rw [interior_Ici] at hx
    have hx0 : 0 < x := hx
    rw [(hasDerivAt_enclosed x).deriv]
    positivity
  have hz : enclosed 0 = 0 := by simp [enclosed]
  -- the reduced cutoff c at which exactly the weight ε is lost
  obtain ⟨X, hX, hX0⟩ := ((tendsto_enclosed.eventually
    (lt_mem_nhds (show 1 - ε < 1 by linarith))).and (eventually_ge_atTop 0)).exists
  obtain ⟨c, hc, hce⟩ := intermediate_value_Icc hX0 hcont.continuousOn
    (show 1 - ε ∈ Icc (enclosed 0) (enclosed X) from ⟨by linarith, hX.le⟩)
  have hcpos : 0 < c := by
    refine lt_of_le_of_ne hc.1 fun h => ?_
    rw [← h, hz] at hce
    linarith
  refine ⟨c, hcpos, fun Z hZ pc hpc => ?_⟩
  have key : tailWeight Z pc ≤ ε ↔ c * Z ≤ pc := by
    rw [← le_div_iff₀ hZ, ← hmono.le_iff_le hc.1 (div_nonneg hpc hZ.le),
      tailWeight_eq hZ, hce]
    constructor <;> intro h <;> linarith
  refine ⟨key, key.trans ⟨fun h => ?_, fun h => ?_⟩⟩
  · have h2 := pow_le_pow_left₀ (mul_pos hcpos hZ).le h 2
    linarith [mul_pow c Z 2]
  · by_contra hlt
    have hlt' : pc < c * Z := lt_of_not_ge hlt
    have hs : 0 < c * Z + pc := by linarith [mul_pos hcpos hZ]
    nlinarith [mul_pos (sub_pos.2 hlt') hs]

end

end CoreMomentumCutoff
```

```lean
#print axioms CoreMomentumCutoff.normalized_and_scaling
#print axioms CoreMomentumCutoff.tailWeight_asymptotic
#print axioms CoreMomentumCutoff.cutoff_scaling
```

```
'CoreMomentumCutoff.normalized_and_scaling' depends on axioms: [propext, Classical.choice, Quot.sound]
'CoreMomentumCutoff.tailWeight_asymptotic' depends on axioms: [propext, Classical.choice, Quot.sound]
'CoreMomentumCutoff.cutoff_scaling' depends on axioms: [propext, Classical.choice, Quot.sound]
```

## The orbital behind the density

The normalised orbital $\psi(\mathbf r)=\sqrt{Z^3/\pi}\,e^{-Zr}$ has the Fourier transform

$$\phi(\mathbf p)=(2\pi)^{-3/2}\sqrt{\frac{Z^3}{\pi}}\,\frac{8\pi Z}{(p^2+Z^2)^2}=\frac{2\sqrt2}{\pi}\,\frac{Z^{5/2}}{(p^2+Z^2)^2}.$$

Multiplying $|\phi|^2$ by the area $4\pi p^2$ of a momentum shell gives $I_Z(p)$. The file starts from this last formula as a definition; the orbital and its Fourier transform do not appear in it.

If all plane waves with momentum above $p_c$ are discarded, $W(Z,p_c)$ is the part of the orbital's squared norm that is lost. The cutoff energy is the kinetic energy $p_c^2/2$ of a plane wave at the edge of the retained sphere.

## What the theorems say

`normalized_and_scaling` states that for $Z>0$ the density integrates to 1 over $(0,\infty)$, and that $W(Z,p_c)=W(1,p_c/Z)$. The second part holds for every real $p_c$, although only $p_c\ge0$ is a physical cutoff.

`tailWeight_bounds` takes $Z>0$ and $p_c>0$. With $B=\frac{32}{5\pi}(Z/p_c)^5$, it states

$$B\left(1-\frac{20}{7}\frac{Z^2}{p_c^2}\right)\le W(Z,p_c)\le B.$$

`tailWeight_asymptotic` states that $W/B\to1$ as $p_c\to\infty$ at fixed $Z>0$.

`cutoff_scaling` takes a tolerance $0<\varepsilon<1$ and gives a constant $c>0$. In the Lean statement `∃ c > 0` stands before `∀ Z > 0`, so $c$ may depend on $\varepsilon$ but not on the nucleus. For every $p_c\ge0$, the condition $W(Z,p_c)\le\varepsilon$ is equivalent to $p_c\ge cZ$, and also to $p_c^2/2\ge(c^2/2)Z^2$. The smallest sufficient cutoff energy is therefore exactly $(c^2/2)Z^2$.

For a single unscreened hydrogenic electron, this measures how quickly the cutoff energy of a plane-wave description of the 1s core grows with nuclear charge. The number of plane waves below the cutoff, in a large cell of fixed volume, is roughly proportional to $p_c^3$ and so grows as $Z^3$. Orthogonalized plane waves put core orbitals into the basis explicitly, and pseudopotentials remove the core from the problem; both relieve the plane waves of this task. The model leaves out screening, relativity and the discrete momenta of a periodic cell, and its accuracy criterion is lost squared norm, not an error in the total energy.

## The weight in closed form

Set $x=p/Z$ and define

$$F(x)=\frac2\pi\left[\arctan x+\frac{x^5+\frac83x^3-x}{(1+x^2)^3}\right],$$

which is `enclosed` in the file. Over the common denominator $(1+x^2)^4$, the derivative of the rational term has the numerator

$$(5x^4+8x^2-1)(1+x^2)-6x\left(x^5+\tfrac83x^3-x\right)=-x^6-3x^4+13x^2-1.$$

The derivative of the arctangent contributes $(1+x^2)^3=x^6+3x^4+3x^2+1$. The sum is $16x^2$, so

$$F'(x)=\frac{32}{\pi}\frac{x^2}{(1+x^2)^4}.$$

This is `hasDerivAt_enclosed`. Its proof assembles the derivative from the sum, power and quotient rules, and `field_simp; ring` checks the algebra.

At zero, $F(0)=0$. For $x\ge1$ the rational term is nonnegative, because $x^5\ge x$. It is also at most $1/x$, because

$$x^6+\tfrac83x^4-x^2\le x^6+3x^4+3x^2+1.$$

It therefore vanishes at infinity, while the arctangent tends to $\pi/2$, so $F(x)\to1$. This is the squeeze carried out in `tendsto_enclosed`.

By the chain rule,

$$\frac{d}{dp}F(p/Z)=\frac1Z\,\frac{32}{\pi}\,\frac{p^2/Z^2}{(p^2+Z^2)^4/Z^8}=I_Z(p).$$

Integrating from $p_c$ to infinity gives

$$W(Z,p_c)=1-F(p_c/Z),$$

which is `tailWeight_eq`. It uses the fundamental theorem of calculus on a half-line, in a version for nonnegative derivatives that supplies integrability as well. Setting $p_c=0$ gives the normalization, and comparing the formula for $(Z,p_c)$ with that for $(1,p_c/Z)$ gives the scaling.

## Power-law bounds on the tail

For $y>0$, the inequality $(1+y^2)^4\ge y^8$ gives $y^2/(1+y^2)^4\le y^{-6}$. In the other direction,

$$y^{-6}-4y^{-8}=\frac{y^2-4}{y^8}\le\frac{y^2}{(1+y^2)^4}.$$

To see this, put $s=y^2$ and clear denominators. The claim becomes $(s-4)(1+s)^4\le s^5$, and the left side expands to $s^5-10s^3-20s^2-15s-4$.

Now write $x=p_c/Z$ for the reduced cutoff. Integrating both comparisons from $x$ to infinity and multiplying by $32/\pi$ gives

$$\frac{32}{\pi}\left(\frac{1}{5x^5}-\frac{4}{7x^7}\right)\le W(Z,p_c)\le\frac{32}{5\pi x^5}.$$

Taking out the factor $32/(5\pi x^5)=B$ produces the stated bounds.

The Lean proof does the same integration through `le_limit`: a function whose derivative is nonnegative on a half-line is, at the starting point, at most its limit at infinity. For the lower bound, the function is

$$F(y)+\frac{32}{5\pi}\left(y^{-5}-\frac{20}{7}y^{-7}\right),$$

which has limit 1. For the upper bound it is $-F(y)-\frac{32}{5\pi}y^{-5}$, with limit $-1$. The two pointwise comparisons above are what make the derivatives nonnegative.

Dividing the bounds by $B>0$ places $W/B$ between $1-\frac{20}{7}(Z/p_c)^2$ and 1. Both ends tend to 1, which proves `tailWeight_asymptotic`.

## One reduced cutoff for every nucleus

The derivative $F'$ is positive for $x>0$ and $F$ is continuous, so $F$ increases strictly on $[0,\infty)$. Since $F\to1$, some $X\ge0$ has $F(X)>1-\varepsilon$. Since $F(0)=0<1-\varepsilon$, the intermediate value theorem gives a $c$ in $[0,X]$ with $F(c)=1-\varepsilon$, and $c$ is not zero. Then

$$W(Z,p_c)\le\varepsilon\iff F(c)\le F(p_c/Z)\iff c\le p_c/Z\iff cZ\le p_c.$$

This chain is the step `key` in `cutoff_scaling`, where `hmono.le_iff_le` supplies the middle equivalence. For the energy form, squaring preserves the order of nonnegative numbers. Conversely, if $p_c<cZ$, then $(cZ-p_c)(cZ+p_c)>0$, which contradicts $c^2Z^2\le p_c^2$.

## Carbon with a cutoff at four times the charge

Take $p_c=4Z$. The upper bound is

$$B=\frac{32}{5\pi\cdot4^5}\approx0.00199,$$

and the lower bound is $B(1-20/112)\approx0.00163$. The closed form gives $W=1-F(4)\approx0.00167$, between the two. About 0.17% of the squared norm is lost, whatever the charge.

The corresponding cutoff energy is $(4Z)^2/2=8Z^2$. For a bare carbon nucleus, $Z=6$, this is 288 hartree; for silicon, $Z=14$, it is 1568 hartree.

## The kinetic energy above the cutoff

The same upper comparison, applied by hand to the density weighted with $p^2/2$, gives

$$\int_{p_c}^{\infty}\frac{p^2}{2}I_Z(p)\,dp\le\frac{16Z^5}{\pi}\int_{p_c}^{\infty}\frac{dp}{p^4}=\frac{16Z^5}{3\pi p_c^3}.$$

The total kinetic energy of the orbital is $Z^2/2$, so the fraction above the cutoff is at most $\frac{32}{3\pi}(Z/p_c)^3$. This bound falls with the third power of $p_c/Z$, where the bound on the lost squared norm falls with the fifth.
